# When separately optimised conventional and geminal energies overshoot the coupled energy in a two-amplitude model

## Correlation counted twice

Suppose that a conventional correlation amplitude and an explicitly correlated geminal amplitude are optimised in two separate calculations, and that the two energy gains are added. If both amplitudes describe partly the same correlation, the shared part can be counted twice, and the total can then come out too low. In a model case below, two separate gains of one energy unit add up to $-2$, while optimising both amplitudes together gives only $-4/3$.

The sign of the coupling doesn't settle the matter. With the same positive coupling and a conventional driving term four times as large, the sum lies above the coupled energy. A criterion has to weigh the coupling against the sizes of the two corrections.

## The two-amplitude functional

Let $x$ be the conventional amplitude and $y$ the geminal amplitude, both real. The energy has the form of a Hylleraas functional,

$$F(x,y)=ax^2+by^2+2cxy-2px-2qy .$$

The curvatures $a$ and $b$ are the energetic costs of exciting each amplitude, $c$ couples the two, and $p$ and $q$ are the driving terms through which the perturbation produces them. We assume $a>0$ and $ab>c^2$. Physically, this says that the quadratic form is positive definite, so the functional has a unique lowest point. It also forces $b>0$, since $ab>c^2\ge 0$.

Three minima are compared:

- $E$, over all $(x,y)$, is the coupled energy;
- $E_1$, over $x$ with $y=0$, is the conventional energy;
- $E_2$, over $y$ with $x=0$, is the geminal energy.

The additive estimate $E_1+E_2$ overshoots when it lies strictly below $E$. For $c>0$,

$$E_1+E_2<E\quad\Longleftrightarrow\quad c\,(bp^2+aq^2)<2abpq .$$

No sign is required of $p$ or $q$. If $pq\le 0$, the right-hand inequality fails, because its left side is non-negative and its right side is not positive.

## The three minima by completing squares

With one amplitude switched off,

$$F(x,0)=\frac{(ax-p)^2}{a}-\frac{p^2}{a},\qquad F(0,y)=\frac{(by-q)^2}{b}-\frac{q^2}{b}.$$

The squares vanish at $x=p/a$ and $y=q/b$, so $E_1=-p^2/a$ and $E_2=-q^2/b$.

For the coupled problem, write $D=ab-c^2>0$. Completing the square in $x$ first gives

$$F(x,y)=\frac{(ax+cy-p)^2}{a}+\frac{D}{a}y^2-\frac{2(aq-cp)}{a}y-\frac{p^2}{a}.$$

Completing the square in $y$ then gives

$$F(x,y)=\frac{(ax+cy-p)^2}{a}+\frac{\bigl(Dy-(aq-cp)\bigr)^2}{aD}-\frac{(aq-cp)^2}{aD}-\frac{p^2}{a}.$$

Over the common denominator $aD$, the two constants add up to minus a fraction with the numerator

$$(aq-cp)^2+p^2(ab-c^2)=a\,(bp^2-2cpq+aq^2).$$

Both squares vanish at

$$x=\frac{bp-cq}{D},\qquad y=\frac{aq-cp}{D},$$

and therefore

$$E=-\frac{bp^2-2cpq+aq^2}{ab-c^2}.$$

## The exact additivity error

Put $S=bp^2+aq^2$. Then $E_1+E_2=-S/(ab)$ and $E=-(S-2cpq)/D$, so

$$E-(E_1+E_2)=\frac{SD-ab(S-2cpq)}{abD}=\frac{c\,(2abpq-cS)}{ab\,(ab-c^2)}.$$

The denominator is positive. For $c>0$ the sign of the error is the sign of $2abpq-cS$, which is the criterion.

The condition is easier to interpret in scaled quantities. Set $\rho=c/\sqrt{ab}$, $u=p/\sqrt a$ and $v=q/\sqrt b$, so that $0<\rho<1$, $E_1=-u^2$ and $E_2=-v^2$. The criterion becomes $\rho\,(u^2+v^2)<2uv$. For positive driving terms, overshoot thus occurs when the two corrections are sufficiently similar in size, and a stronger coupling narrows the permitted range.

Two consequences follow. If $c<0$ and $pq>0$, the bracket $2abpq-cS$ is positive while its prefactor $c$ is negative, so $E<E_1+E_2$. If $c>0$, $pq>0$ and $E_1=E_2$, then $bp^2=aq^2$ and the criterion reduces to $cbp^2<abpq$. Both sides are positive, and their squares satisfy

$$(cbp^2)^2=c^2ab\,(pq)^2<(ab)^2(pq)^2,$$

so equal corrections always overshoot.

## Two cases with the same coupling

Take $a=b=1$ and $c=1/2$, so $D=3/4$.

For $p=q=1$, the separate energies are $-1$ and $-1$. The coupled energy is $-(1-1+1)/(3/4)=-4/3$, and the sum $-2$ overshoots by $2/3$. The criterion reads $1<2$, which is true.

For $p=4$ and $q=1$, the separate energies are $-16$ and $-1$, with sum $-17$. The coupled energy is $-(16-4+1)/(3/4)=-52/3\approx-17.33$, which is lower than the sum. The criterion reads $8.5<8$, which is false. At the coupled minimum $y=-4/3$, whereas the geminal amplitude optimised alone is $+1$: the large conventional amplitude has reversed its sign.

## The coupling block in an F12 calculation

In MP2-F12 theory with optimised geminal amplitudes, the second-order functional has this quadratic shape, with matrices in place of $a$, $b$ and $c$ and vectors in place of $p$ and $q$. Setting the conventional–geminal coupling block to zero makes the energy a sum of two separate parts. If the block is kept, a program can eliminate the conventional amplitudes first. In the model this means inserting $x=(p-cy)/a$, which leaves a geminal problem with dressed curvature $b-c^2/a$ and dressed driving term $q-cp/a$:

$$E=-\frac{p^2}{a}-\frac{(q-cp/a)^2}{b-c^2/a}.$$

Overshoot means that this dressed geminal correction is smaller in magnitude than the bare $q^2/b$. With many amplitudes of each kind, the coupling is a matrix and has no single sign, so the scalar criterion doesn't carry over directly to a full MP2-F12 calculation. In coupled-cluster F12 methods the amplitude equations are also nonlinear, and the model gives no error bound for them.

## What the Lean statements say

`energy a b c p q x y` is $F(x,y)$ with all parameters real. The three predicates `IsCoupledEnergy`, `IsConventionalEnergy` and `IsGeminalEnergy` use `IsLeast (Set.range ...) E`: the number `E` is a value of the functional on the stated domain, and no value there is lower. They are therefore attained minima, not merely lower bounds. The coupled domain is `ℝ × ℝ`, with `z.1` as $x$ and `z.2` as $y$.

The main theorem, `additive_overshoots_iff`, takes any `E`, `E₁` and `E₂` that are these minima, together with `0 < a`, `c ^ 2 < a * b` and `0 < c`. Its conclusion is the equivalence above. The closed forms of the energies are proved and not put into the definitions.

The parameters are given numbers; nothing derives them from orbitals, integrals or a correlation factor. The model has one amplitude of each kind and a strictly quadratic energy.

```lean
import Mathlib

namespace GeminalAdditivity

/-- Quadratic energy functional of a conventional amplitude `x` and a geminal amplitude `y`,
with curvatures `a`, `b`, coupling `c` and driving terms `p`, `q`. -/
def energy (a b c p q x y : ℝ) : ℝ :=
  a * x ^ 2 + b * y ^ 2 + 2 * c * x * y - 2 * p * x - 2 * q * y

/-- `E` is the minimum of the energy when both amplitudes are optimised together. -/
def IsCoupledEnergy (a b c p q E : ℝ) : Prop :=
  IsLeast (Set.range fun z : ℝ × ℝ => energy a b c p q z.1 z.2) E

/-- `E` is the minimum of the energy over the conventional amplitude, without geminals. -/
def IsConventionalEnergy (a b c p q E : ℝ) : Prop :=
  IsLeast (Set.range fun x : ℝ => energy a b c p q x 0) E

/-- `E` is the minimum of the energy over the geminal amplitude alone. -/
def IsGeminalEnergy (a b c p q E : ℝ) : Prop :=
  IsLeast (Set.range fun y : ℝ => energy a b c p q 0 y) E

variable {a b c p q E E₁ E₂ : ℝ}

/-- A positive conventional curvature and a positive determinant force a positive
geminal curvature. -/
theorem geminal_curvature_pos (ha : 0 < a) (hD : c ^ 2 < a * b) : 0 < b := by
  by_contra h
  nlinarith [sq_nonneg c, mul_nonneg ha.le (neg_nonneg.2 (not_lt.1 h))]

/-- The conventional amplitude optimised alone gives the energy `-p²/a`. -/
theorem conventional_energy (ha : 0 < a) :
    IsConventionalEnergy a b c p q (-(p ^ 2 / a)) := by
  have ha0 : a ≠ 0 := ha.ne'
  constructor
  · refine ⟨p / a, ?_⟩
    simp only [energy]
    field_simp
    ring
  · rintro _ ⟨x, rfl⟩
    -- complete the square in `x`
    have key : energy a b c p q x 0 + p ^ 2 / a = (a * x - p) ^ 2 / a := by
      simp only [energy]
      field_simp
      ring
    have h := div_nonneg (sq_nonneg (a * x - p)) ha.le
    show -(p ^ 2 / a) ≤ energy a b c p q x 0
    linarith

/-- The geminal amplitude optimised alone gives the energy `-q²/b`. -/
theorem geminal_energy (hb : 0 < b) :
    IsGeminalEnergy a b c p q (-(q ^ 2 / b)) := by
  have hb0 : b ≠ 0 := hb.ne'
  constructor
  · refine ⟨q / b, ?_⟩
    simp only [energy]
    field_simp
    ring
  · rintro _ ⟨y, rfl⟩
    -- complete the square in `y`
    have key : energy a b c p q 0 y + q ^ 2 / b = (b * y - q) ^ 2 / b := by
      simp only [energy]
      field_simp
      ring
    have h := div_nonneg (sq_nonneg (b * y - q)) hb.le
    show -(q ^ 2 / b) ≤ energy a b c p q 0 y
    linarith

/-- Joint optimisation of both amplitudes gives the energy
`-(b p² - 2 c p q + a q²) / (a b - c²)`. -/
theorem coupled_energy (ha : 0 < a) (hD : c ^ 2 < a * b) :
    IsCoupledEnergy a b c p q
      (-((b * p ^ 2 - 2 * c * p * q + a * q ^ 2) / (a * b - c ^ 2))) := by
  have ha0 : a ≠ 0 := ha.ne'
  have hDpos : 0 < a * b - c ^ 2 := sub_pos.2 hD
  have hD0 : a * b - c ^ 2 ≠ 0 := hDpos.ne'
  constructor
  · -- the stationary point of the coupled linear equations
    refine ⟨((b * p - c * q) / (a * b - c ^ 2), (a * q - c * p) / (a * b - c ^ 2)), ?_⟩
    simp only [energy]
    field_simp
    ring
  · rintro _ ⟨⟨x, y⟩, rfl⟩
    -- the excess energy is a sum of two squares with positive weights
    have key : energy a b c p q x y
        + (b * p ^ 2 - 2 * c * p * q + a * q ^ 2) / (a * b - c ^ 2)
        = (a * x + c * y - p) ^ 2 / a
          + ((a * b - c ^ 2) * y - (a * q - c * p)) ^ 2 / (a * (a * b - c ^ 2)) := by
      simp only [energy]
      field_simp
      ring
    have h1 := div_nonneg (sq_nonneg (a * x + c * y - p)) ha.le
    have h2 := div_nonneg (sq_nonneg ((a * b - c ^ 2) * y - (a * q - c * p)))
      (mul_pos ha hDpos).le
    show -((b * p ^ 2 - 2 * c * p * q + a * q ^ 2) / (a * b - c ^ 2)) ≤ energy a b c p q x y
    linarith

/-- Exact difference between the coupled energy and the sum of the two separately
optimised energies. -/
theorem additivity_error (ha : 0 < a) (hD : c ^ 2 < a * b)
    (hE : IsCoupledEnergy a b c p q E) (h₁ : IsConventionalEnergy a b c p q E₁)
    (h₂ : IsGeminalEnergy a b c p q E₂) :
    E - (E₁ + E₂) = c * (2 * a * b * p * q - c * (b * p ^ 2 + a * q ^ 2))
      / (a * b * (a * b - c ^ 2)) := by
  have hb := geminal_curvature_pos ha hD
  have ha0 : a ≠ 0 := ha.ne'
  have hb0 : b ≠ 0 := hb.ne'
  have hD0 : a * b - c ^ 2 ≠ 0 := (sub_pos.2 hD).ne'
  -- minima are unique, so the three energies have their closed forms
  rw [IsLeast.unique hE (coupled_energy ha hD), IsLeast.unique h₁ (conventional_energy ha),
    IsLeast.unique h₂ (geminal_energy hb)]
  -- put the three fractions over a common denominator
  have common : ∀ N D : ℝ, D ≠ 0 → -(N / D) - (-(p ^ 2 / a) + -(q ^ 2 / b))
      = ((b * p ^ 2 + a * q ^ 2) * D - a * b * N) / (a * b * D) := by
    intro N D h
    field_simp
    ring
  rw [common _ _ hD0]
  congr 1
  ring

/-- For positive coupling, the sum of the separately optimised energies lies strictly below
the coupled energy if and only if `c (b p² + a q²) < 2 a b p q`. -/
theorem additive_overshoots_iff (ha : 0 < a) (hD : c ^ 2 < a * b) (hc : 0 < c)
    (hE : IsCoupledEnergy a b c p q E) (h₁ : IsConventionalEnergy a b c p q E₁)
    (h₂ : IsGeminalEnergy a b c p q E₂) :
    E₁ + E₂ < E ↔ c * (b * p ^ 2 + a * q ^ 2) < 2 * a * b * p * q := by
  have hden : 0 < a * b * (a * b - c ^ 2) :=
    mul_pos (mul_pos ha (geminal_curvature_pos ha hD)) (sub_pos.2 hD)
  have g := additivity_error ha hD hE h₁ h₂
  constructor
  · intro h
    have h3 := sub_pos.2 h
    rw [g] at h3
    exact sub_pos.1 ((mul_pos_iff_of_pos_left hc).1 ((div_pos_iff_of_pos_right hden).1 h3))
  · intro h
    have h3 := div_pos (mul_pos hc (sub_pos.2 h)) hden
    rw [← g] at h3
    exact sub_pos.1 h3

/-- For negative coupling and driving terms of equal sign, the coupled energy lies strictly
below the sum of the separately optimised energies. -/
theorem additive_undershoots_of_neg (ha : 0 < a) (hD : c ^ 2 < a * b) (hc : c < 0)
    (hpq : 0 < p * q)
    (hE : IsCoupledEnergy a b c p q E) (h₁ : IsConventionalEnergy a b c p q E₁)
    (h₂ : IsGeminalEnergy a b c p q E₂) : E < E₁ + E₂ := by
  have hb := geminal_curvature_pos ha hD
  have hden : 0 < a * b * (a * b - c ^ 2) := mul_pos (mul_pos ha hb) (sub_pos.2 hD)
  have hS : 0 ≤ b * p ^ 2 + a * q ^ 2 := by positivity
  have hnum : 0 < 2 * a * b * p * q - c * (b * p ^ 2 + a * q ^ 2) := by
    nlinarith [mul_pos (mul_pos ha hb) hpq, mul_nonneg (neg_pos.2 hc).le hS]
  have h3 := div_neg_of_neg_of_pos (mul_neg_of_neg_of_pos hc hnum) hden
  rw [← additivity_error ha hD hE h₁ h₂] at h3
  linarith

/-- For positive coupling and driving terms of equal sign, two equal separate corrections
always add up to an energy strictly below the coupled one. -/
theorem equal_corrections_overshoot (ha : 0 < a) (hD : c ^ 2 < a * b) (hc : 0 < c)
    (hpq : 0 < p * q)
    (hE : IsCoupledEnergy a b c p q E) (h₁ : IsConventionalEnergy a b c p q E₁)
    (h₂ : IsGeminalEnergy a b c p q E₂) (heq : E₁ = E₂) : E₁ + E₂ < E := by
  have hb := geminal_curvature_pos ha hD
  rw [additive_overshoots_iff ha hD hc hE h₁ h₂]
  rw [IsLeast.unique h₁ (conventional_energy ha), IsLeast.unique h₂ (geminal_energy hb),
    neg_inj, div_eq_div_iff ha.ne' hb.ne'] at heq
  -- compare the squares of the two sides
  have hsq : (c * (b * p ^ 2)) ^ 2 = c ^ 2 * (a * b) * (p * q) ^ 2 := by
    linear_combination c ^ 2 * b * p ^ 2 * heq
  have hlt : (c * (b * p ^ 2)) ^ 2 < (a * b * (p * q)) ^ 2 := by
    rw [hsq]
    nlinarith [mul_pos (mul_pos (sub_pos.2 hD) (mul_pos ha hb)) (pow_pos hpq 2)]
  have h := lt_of_pow_lt_pow_left₀ 2 (mul_pos (mul_pos ha hb) hpq).le hlt
  linear_combination 2 * h - c * heq

/-- With `a = b = 1`, `c = 1/2`, `p = 4`, `q = 1` the separate energies are `-16` and `-1`,
and the coupled energy `-52/3` lies below their sum. -/
theorem positive_coupling_undershoot_example :
    IsConventionalEnergy 1 1 (1 / 2) 4 1 (-16) ∧ IsGeminalEnergy 1 1 (1 / 2) 4 1 (-1) ∧
      IsCoupledEnergy 1 1 (1 / 2) 4 1 (-52 / 3) ∧ (-52 / 3 : ℝ) < -16 + -1 := by
  refine ⟨?_, ?_, ?_, by norm_num⟩
  · have h := conventional_energy (a := 1) (b := 1) (c := 1 / 2) (p := 4) (q := 1) (by norm_num)
    convert h using 1
    norm_num
  · have h := geminal_energy (a := 1) (b := 1) (c := 1 / 2) (p := 4) (q := 1) (by norm_num)
    convert h using 1
    norm_num
  · have h := coupled_energy (a := 1) (b := 1) (c := 1 / 2) (p := 4) (q := 1)
      (by norm_num) (by norm_num)
    convert h using 1
    norm_num

end GeminalAdditivity
```

```lean
#print axioms GeminalAdditivity.geminal_energy
-- 'GeminalAdditivity.geminal_energy' depends on axioms: [propext, Classical.choice, Quot.sound]
#print axioms GeminalAdditivity.additive_undershoots_of_neg
-- 'GeminalAdditivity.additive_undershoots_of_neg' depends on axioms: [propext, Classical.choice, Quot.sound]
#print axioms GeminalAdditivity.equal_corrections_overshoot
-- 'GeminalAdditivity.equal_corrections_overshoot' depends on axioms: [propext, Classical.choice, Quot.sound]
#print axioms GeminalAdditivity.positive_coupling_undershoot_example
-- 'GeminalAdditivity.positive_coupling_undershoot_example' depends on axioms: [propext, Classical.choice, Quot.sound]
```

## How the proof follows the algebra

`geminal_curvature_pos` supplies $b>0$ by contradiction: if $b\le 0$, then $ab\le 0\le c^2$, against the determinant condition.

`conventional_energy` and `geminal_energy` each have two parts, matching the two halves of `IsLeast`. The first exhibits the minimiser, `p / a` or `q / b`, and checks its energy with `field_simp` and `ring`. The second proves the lower bound. Its identity `key` is the completed square, `div_nonneg` makes the square term non-negative, and `linarith` draws the inequality.

`coupled_energy` follows the same pattern. The witness is the stationary point found above, and `key` is the decomposition into two squares with weights $1/a$ and $1/(aD)$. Positivity of $a$ and $D$ makes both terms non-negative.

`additivity_error` first replaces `E`, `E₁` and `E₂` by their closed forms, using `IsLeast.unique`: a set has at most one least element. The auxiliary statement `common` performs the subtraction for a general numerator `N` and nonzero denominator `D`. After `congr 1` has matched the denominators, `ring` verifies the numerator $c(2abpq-cS)$.

`additive_overshoots_iff` is then a sign argument. In the forward direction, a positive error over the positive denominator `hden` has a positive numerator, and dividing out $c>0$ leaves the criterion. In the reverse direction, `mul_pos` and `div_pos` rebuild the positive error.

`additive_undershoots_of_neg` uses the same error formula with $c<0$. It proves the bracket positive as `hnum`, so the whole fraction is negative.

`equal_corrections_overshoot` turns the goal into the criterion and the equality of energies into $p^2b=q^2a$. The steps `hsq` and `hlt` are the comparison of squares made above, and `lt_of_pow_lt_pow_left₀` removes the squares, using $abpq>0$. The final `linear_combination` doubles the inequality and restores the term in $q^2$.

`positive_coupling_undershoot_example` checks the case $p=4$, $q=1$. It specialises the three closed forms and leaves the arithmetic to `norm_num`, which confirms that a positive coupling with positive driving terms can still put the additive estimate above the coupled energy.
